# The single exponential of strong contraction never exceeds the imaginary-time correlation function

## One decay rate for a whole class of excitations

In multireference perturbation theory, the Hamiltonian acts on an active-space wavefunction and produces components outside the active space. Strongly contracted N-electron valence perturbation theory keeps one function, the perturber, for each occupation pattern of the inactive and virtual orbitals (called an excitation class here), and gives it a single energy, the expectation value of the zeroth-order Hamiltonian in that function. The uncontracted treatment lets the perturber evolve under the full zeroth-order Hamiltonian of the class, where it generally spreads over many eigenstates.

In imaginary time, the uncontracted perturber has a correlation function that is a weighted sum of exponentials, which decay when the excitation energies are positive, while the contracted one has a single exponential. How do the two curves compare?

## The bound and its equality case

Let $A$ be the zeroth-order Hamiltonian of the class minus the reference energy, written as a finite Hermitian matrix in an orthonormal basis. Let $v$ be the perturber, normalised to $\langle v,v\rangle=1$, and let $t$ be imaginary time (often written $\tau$), with $\hbar=1$. Define

$$C(t)=\langle v,e^{-tA}v\rangle,\qquad E=\langle v,Av\rangle .$$

Then $C(t)$ is real and

$$C(t)\ \ge\ e^{-tE}\qquad\text{for every real } t.$$

At any given $t\neq0$, equality holds if and only if $v$ is an eigenvector of $A$. Within this finite-dimensional model, strong contraction therefore underestimates the correlation function of a perturber at every $t\neq0$, unless that perturber is already an eigenstate.

## Averaging the gap above a tangent

Write $A=UDU^\dagger$ with $U$ unitary and $D$ diagonal with real entries $e_i$. Let $c=U^\dagger v$ and $w_i=|c_i|^2$. Inserting the diagonal form gives

$$\sum_i w_i=1,\qquad E=\sum_i w_ie_i,\qquad C(t)=\sum_i w_i e^{-te_i}.$$

The tangent to $e^{-t\varepsilon}$, as a function of the energy $\varepsilon$, taken at $\varepsilon=E$, is $e^{-tE}\bigl(1-t(\varepsilon-E)\bigr)$. At $\varepsilon=e_i$ the exponential lies above it by

$$g_i=e^{-tE}\left[e^{-t(e_i-E)}-1+t(e_i-E)\right].$$

In the weighted sum the linear terms cancel, because $\sum_i w_i(e_i-E)=0$. Hence

$$C(t)-e^{-tE}=\sum_i w_i g_i .$$

Since $e^x\ge1+x$, every $g_i$ is nonnegative, and the bound follows.

Now let $t\ne0$ and suppose equality holds. A sum of nonnegative terms is zero, so each $w_ig_i$ is zero. Because $e^x>1+x$ for $x\ne0$, $g_i$ vanishes only if $e_i=E$. So $c_i=0$ whenever $e_i\neq E$, which means $Dc=Ec$ and therefore $Av=UDc=EUc=Ev$.

Conversely, if $Av=\mu v$, then $e_ic_i=\mu c_i$ for each $i$. Every component with $c_i\ne0$ has $e_i=\mu$, and $E=\langle v,Av\rangle=\mu$. All gaps with nonzero weight vanish, and equality holds.

## Initial slope and the response inequality

Differentiating the spectral sum at $t=0$ gives $C'(0)=-\sum_i w_ie_i=-E$. The two curves start at the same value with the same slope.

There is also an inequality for the response. Let $A$ be positive semidefinite, so that no state of the class lies below the reference energy, and let $Ax=v$. Then $\langle x,Ax\rangle=\langle x,v\rangle$ and $\langle x,Av\rangle=\langle Ax,v\rangle=1$, so for every real $s$

$$0\le\langle x-sv,A(x-sv)\rangle=Es^2-2s+\langle x,v\rangle .$$

The discriminant $4-4E\langle x,v\rangle$ cannot be positive, which gives $1\le E\langle x,v\rangle$.

For positive definite $A$, $\langle x,v\rangle$ is the integral of $C$ over $t\ge0$, and $1/E$ is that of the single exponential. A perturber of squared norm $N$ before normalisation contributes $-N\langle x,v\rangle$ to the uncontracted second-order energy and $-N/E$ to the contracted one, so the contracted contribution is never the more negative. This reading in terms of integrals and energies is an interpretation added to the checked inequality.

## A two-state instance

Take

$$A=\begin{pmatrix}2&1\\1&2\end{pmatrix},\qquad v=\begin{pmatrix}1\\0\end{pmatrix}.$$

The eigenvalues are $1$ and $3$, each with weight $1/2$, and $E=2$. Thus $C(t)=\tfrac12(e^{-t}+e^{-3t})=e^{-2t}\cosh t$. At $t=1$ this is about $0.209$, against $e^{-2}\approx0.135$ for the single exponential. The response is $x=(2/3,-1/3)$, so $\langle x,v\rangle=2/3$ and $E\langle x,v\rangle=4/3\ge1$.

## A normal matrix that violates the bound

Replace the Hermitian matrix by

$$A=\begin{pmatrix}0&1\\-1&0\end{pmatrix},\qquad v=\begin{pmatrix}1\\0\end{pmatrix}.$$

Now $E=0$ and $C(t)=\cos t$, which at $t=\pi$ is $-1$, below $e^0=1$. This matrix is normal, so a unitary diagonalises it, but its eigenvalues are $\pm i$. Unitary diagonalisability alone does not give the bound.

## The statement in Lean

The finite type `n` labels the basis. The product `star v ⬝ᵥ w` is the inner product, conjugate-linear in its first argument, and `hv` is the normalisation of the perturber. `corr A v t` is $C(t)$, a complex number built from the true matrix exponential. `meanEnergy A v` is the real part of $\langle v,Av\rangle$. It is defined for any vector, and is a mean energy in the usual sense only for a unit vector.

`single_exponential_le` states that the imaginary part of `corr A v t` is zero and that its real part is at least $e^{-tE}$. `single_exponential_eq_iff` gives the equality case for `t ≠ 0`. The eigenvalue `μ` is allowed to be complex, and `hv` ensures that `v` is not zero. `single_exponential_lt` is the strict version for a vector that is not an eigenvector. In `one_le_energy_mul_response`, the hypothesis `hpos` expresses positive semidefiniteness, and the response `x` is assumed to exist.

The step left to the user is to identify `A` and `v` with an actual zeroth-order Hamiltonian and the perturber built from an active-space wavefunction. The theorems take any finite Hermitian matrix and unit vector.

```lean
import Mathlib

open Matrix

namespace StrongContraction

noncomputable section

variable {n : Type*} [Fintype n] [DecidableEq n]

/-- The imaginary-time correlation function `⟨v, exp(-tA) v⟩`. -/
def corr (A : Matrix n n ℂ) (v : n → ℂ) (t : ℝ) : ℂ :=
  star v ⬝ᵥ (NormedSpace.exp ((-(t : ℂ)) • A) *ᵥ v)

omit [DecidableEq n] in
/-- The real part of `⟨v, A v⟩`, the mean energy when `v` is a unit vector. -/
def meanEnergy (A : Matrix n n ℂ) (v : n → ℂ) : ℝ :=
  (star v ⬝ᵥ (A *ᵥ v)).re

/-- The squared modulus of the overlap of `v` with column `i` of `U`. -/
def weight (U : Matrix n n ℂ) (v : n → ℂ) (i : n) : ℝ :=
  Complex.normSq ((Uᴴ *ᵥ v) i)

/-- The quadratic form of `U D Uᴴ`, with `D` diagonal, is the sum of the diagonal entries
of `D` multiplied by the weights of `v`. -/
theorem quadratic_form (U : Matrix n n ℂ) (d : n → ℂ) (v : n → ℂ) :
    star v ⬝ᵥ ((U * diagonal d * Uᴴ) *ᵥ v) = ∑ i, (weight U v i : ℂ) * d i := by
  have h : star v ᵥ* U = star (Uᴴ *ᵥ v) := by
    rw [star_mulVec, conjTranspose_conjTranspose]
  rw [← mulVec_mulVec, ← mulVec_mulVec, Matrix.dotProduct_mulVec, h]
  simp only [dotProduct, mulVec_diagonal, Pi.star_apply, weight]
  refine Finset.sum_congr rfl fun i _ => ?_
  rw [Complex.normSq_eq_conj_mul_self, Complex.star_def]
  ring

/-- A Hermitian matrix is diagonalised by a unitary matrix, with real eigenvalues. -/
theorem diagonalise {A : Matrix n n ℂ} (hA : A.IsHermitian) :
    ∃ (U : Matrix n n ℂ) (e : n → ℝ), U * Uᴴ = 1 ∧
      A = U * diagonal (fun i => (e i : ℂ)) * Uᴴ := by
  refine ⟨hA.eigenvectorUnitary, hA.eigenvalues,
    mem_unitaryGroup_iff.mp hA.eigenvectorUnitary.2, ?_⟩
  have h := hA.spectral_theorem
  rw [Unitary.conjStarAlgAut_apply] at h
  exact h

/-- Spectral representation: for Hermitian `A`, the squared norm of `v`, the real part of `⟨v, A v⟩`
and the correlation function of `v` are sums over eigenstates with the same weights. -/
theorem spectral_representation {A : Matrix n n ℂ} (hA : A.IsHermitian) (v : n → ℂ) :
    ∃ (U : Matrix n n ℂ) (e : n → ℝ), U * Uᴴ = 1 ∧
      A = U * diagonal (fun i => (e i : ℂ)) * Uᴴ ∧
      star v ⬝ᵥ v = ((∑ i, weight U v i : ℝ) : ℂ) ∧
      meanEnergy A v = ∑ i, weight U v i * e i ∧
      ∀ t : ℝ, corr A v t = ((∑ i, weight U v i * Real.exp (-t * e i) : ℝ) : ℂ) := by
  obtain ⟨U, e, hU, hD⟩ := diagonalise hA
  refine ⟨U, e, hU, hD, ?_, ?_, fun t => ?_⟩
  · have h := quadratic_form U (fun _ => 1) v
    rw [diagonal_one, mul_one, hU, one_mulVec] at h
    rw [h]
    simp only [Complex.ofReal_sum, mul_one]
  · have h := quadratic_form U (fun i => (e i : ℂ)) v
    rw [← hD] at h
    unfold meanEnergy
    rw [h]
    simp only [Complex.re_sum, Complex.re_ofReal_mul, Complex.ofReal_re]
  · -- the exponential acts on the eigenvalues
    have hinv : U⁻¹ = Uᴴ := inv_eq_right_inv hU
    have hunit : IsUnit U := ⟨⟨U, Uᴴ, hU, mul_eq_one_comm.mp hU⟩, rfl⟩
    have hd : diagonal (fun i => -(t : ℂ) * (e i : ℂ)) =
        (-(t : ℂ)) • diagonal (fun i => (e i : ℂ)) := by
      rw [← diagonal_smul]; rfl
    have hs : (-(t : ℂ)) • A = U * diagonal (fun i => -(t : ℂ) * (e i : ℂ)) * U⁻¹ := by
      rw [hinv, hd, Matrix.mul_smul, Matrix.smul_mul, ← hD]
    have hp : NormedSpace.exp (fun i => -(t : ℂ) * (e i : ℂ)) =
        fun i => ((Real.exp (-t * e i) : ℝ) : ℂ) := by
      funext i
      have h : NormedSpace.exp (fun j => -(t : ℂ) * (e j : ℂ)) i =
          NormedSpace.exp (-(t : ℂ) * (e i : ℂ)) :=
        NormedSpace.map_exp (Pi.evalRingHom (fun _ : n => ℂ) i) (continuous_apply i)
          (fun j => -(t : ℂ) * (e j : ℂ))
      rw [h, ← Complex.exp_eq_exp_ℂ]
      simp
    unfold corr
    rw [hs, Matrix.exp_conj _ _ hunit, Matrix.exp_diagonal, hinv, hp, quadratic_form]
    simp only [Complex.ofReal_sum, Complex.ofReal_mul]

omit [DecidableEq n] in
/-- For weights `w` of sum one and mean energy `E`, the averaged exponential exceeds the
exponential of the mean by the averaged gap between the exponential and its tangent at `E`. -/
theorem tangent_gap (w e : n → ℝ) (E t : ℝ) (h1 : ∑ i, w i = 1) (hE : ∑ i, w i * e i = E) :
    ∑ i, w i * Real.exp (-t * e i) - Real.exp (-t * E) =
      ∑ i, w i * (Real.exp (-t * E) *
        (Real.exp (-t * (e i - E)) - (1 - t * (e i - E)))) := by
  have key : ∀ i, w i * (Real.exp (-t * E) *
      (Real.exp (-t * (e i - E)) - (1 - t * (e i - E)))) =
      w i * Real.exp (-t * e i) - (Real.exp (-t * E) * (1 + t * E)) * w i
        + (Real.exp (-t * E) * t) * (w i * e i) := by
    intro i
    have h : Real.exp (-t * E) * Real.exp (-t * (e i - E)) = Real.exp (-t * e i) := by
      rw [← Real.exp_add]; congr 1; ring
    linear_combination w i * h
  simp_rw [key]
  rw [Finset.sum_add_distrib, Finset.sum_sub_distrib, ← Finset.mul_sum, ← Finset.mul_sum,
    h1, hE]
  ring

/-- For Hermitian `A` and a unit vector `v`, the correlation function is real and is never
smaller than the single exponential of the mean energy, at any real `t`. -/
theorem single_exponential_le {A : Matrix n n ℂ} (hA : A.IsHermitian) {v : n → ℂ}
    (hv : star v ⬝ᵥ v = 1) (t : ℝ) :
    (corr A v t).im = 0 ∧ Real.exp (-t * meanEnergy A v) ≤ (corr A v t).re := by
  obtain ⟨U, e, -, -, hN, hE, hC⟩ := spectral_representation hA v
  rw [hv] at hN
  have h1 : ∑ i, weight U v i = 1 := by exact_mod_cast hN.symm
  rw [hC t, Complex.ofReal_im, Complex.ofReal_re]
  refine ⟨rfl, sub_nonneg.mp ?_⟩
  rw [tangent_gap _ e _ t h1 hE.symm]
  refine Finset.sum_nonneg fun i _ => mul_nonneg (Complex.normSq_nonneg _)
    (mul_nonneg (Real.exp_pos _).le ?_)
  linarith [Real.add_one_le_exp (-t * (e i - meanEnergy A v))]

/-- For Hermitian `A`, a unit vector `v` and a nonzero time `t`, the single exponential equals
the correlation function at `t` if and only if `v` is an eigenvector of `A`. -/
theorem single_exponential_eq_iff {A : Matrix n n ℂ} (hA : A.IsHermitian) {v : n → ℂ}
    (hv : star v ⬝ᵥ v = 1) {t : ℝ} (ht : t ≠ 0) :
    Real.exp (-t * meanEnergy A v) = (corr A v t).re ↔ ∃ μ : ℂ, A *ᵥ v = μ • v := by
  obtain ⟨U, e, hU, hD, hN, hE, hC⟩ := spectral_representation hA v
  rw [hv] at hN
  have h1 : ∑ i, weight U v i = 1 := by exact_mod_cast hN.symm
  have hg := tangent_gap _ e _ t h1 hE.symm
  rw [hC t, Complex.ofReal_re]
  constructor
  · intro h
    rw [← h, sub_self] at hg
    have hi := (Finset.sum_eq_zero_iff_of_nonneg (fun i _ =>
      mul_nonneg (Complex.normSq_nonneg _) (mul_nonneg (Real.exp_pos _).le (by
        linarith [Real.add_one_le_exp (-t * (e i - meanEnergy A v))])))).mp hg.symm
    -- every component of v lies at the mean energy
    have hc : diagonal (fun i => (e i : ℂ)) *ᵥ (Uᴴ *ᵥ v) =
        (meanEnergy A v : ℂ) • (Uᴴ *ᵥ v) := by
      funext i
      rw [mulVec_diagonal, Pi.smul_apply, smul_eq_mul]
      rcases eq_or_ne (e i) (meanEnergy A v) with he | he
      · rw [he]
      · have hlt := Real.add_one_lt_exp
          (mul_ne_zero (neg_ne_zero.mpr ht) (sub_ne_zero.mpr he))
        rcases mul_eq_zero.mp (hi i (Finset.mem_univ i)) with h0 | h0
        · rw [Complex.normSq_eq_zero.mp h0, mul_zero, mul_zero]
        · exact absurd h0 (mul_pos (Real.exp_pos _) (by linarith)).ne'
    refine ⟨(meanEnergy A v : ℂ), ?_⟩
    calc A *ᵥ v = U *ᵥ (diagonal (fun i => (e i : ℂ)) *ᵥ (Uᴴ *ᵥ v)) := by
          rw [mulVec_mulVec, mulVec_mulVec, ← hD]
      _ = (meanEnergy A v : ℂ) • v := by
          rw [hc, mulVec_smul, mulVec_mulVec, hU, one_mulVec]
  · rintro ⟨μ, hμ⟩
    have hm : meanEnergy A v = μ.re := by
      unfold meanEnergy
      rw [hμ, dotProduct_smul, hv, smul_eq_mul, mul_one]
    -- the eigenvalue equation read in the eigenbasis
    have hc : Uᴴ *ᵥ (A *ᵥ v) = diagonal (fun i => (e i : ℂ)) *ᵥ (Uᴴ *ᵥ v) := by
      rw [mulVec_mulVec, mulVec_mulVec, hD, ← mul_assoc, ← mul_assoc,
        mul_eq_one_comm.mp hU, one_mul]
    rw [hμ, mulVec_smul] at hc
    -- hence every gap in the weighted sum vanishes
    refine (sub_eq_zero.mp (hg.trans (Finset.sum_eq_zero fun i _ => ?_))).symm
    have h := congrFun hc i
    rw [Pi.smul_apply, smul_eq_mul, mulVec_diagonal] at h
    rcases eq_or_ne ((Uᴴ *ᵥ v) i) 0 with h0 | h0
    · simp [weight, h0]
    · have he : e i = meanEnergy A v := by
        rw [hm, mul_right_cancel₀ h0 h, Complex.ofReal_re]
      rw [he]
      simp

/-- For Hermitian `A` and a unit vector `v` that is not an eigenvector, the single exponential
strictly underestimates the correlation function at every nonzero time. -/
theorem single_exponential_lt {A : Matrix n n ℂ} (hA : A.IsHermitian) {v : n → ℂ}
    (hv : star v ⬝ᵥ v = 1) (hne : ¬ ∃ μ : ℂ, A *ᵥ v = μ • v) {t : ℝ} (ht : t ≠ 0) :
    Real.exp (-t * meanEnergy A v) < (corr A v t).re :=
  lt_of_le_of_ne (single_exponential_le hA hv t).2
    fun h => hne ((single_exponential_eq_iff hA hv ht).mp h)

/-- For Hermitian `A`, the slope of the correlation function at time zero is minus
`⟨v, A v⟩`. -/
theorem initial_slope {A : Matrix n n ℂ} (hA : A.IsHermitian) (v : n → ℂ) :
    HasDerivAt (fun t => (corr A v t).re) (-meanEnergy A v) 0 := by
  obtain ⟨U, e, -, -, -, hE, hC⟩ := spectral_representation hA v
  have hf : (fun t => (corr A v t).re) =
      fun t => ∑ i, weight U v i * Real.exp (-t * e i) := by
    funext t
    rw [hC t, Complex.ofReal_re]
  have hi : ∀ i ∈ Finset.univ, HasDerivAt (fun t : ℝ => weight U v i * Real.exp (-t * e i))
      (-(weight U v i * e i)) 0 := by
    intro i _
    have h : HasDerivAt (fun t : ℝ => -t * e i) (-1 * e i) 0 :=
      (hasDerivAt_id' (0 : ℝ)).fun_neg.mul_const (e i)
    exact (h.exp.const_mul (weight U v i)).congr_deriv (by simp)
  rw [hf]
  exact (HasDerivAt.fun_sum hi).congr_deriv (by rw [hE, Finset.sum_neg_distrib])

omit [DecidableEq n] in
/-- Let `A` be Hermitian and positive semidefinite, `v` a unit vector and `x` a response
with `A x = v`. Then the mean energy of `v` times the real part of `⟨x, v⟩` is at least one. -/
theorem one_le_energy_mul_response {A : Matrix n n ℂ} (hA : A.IsHermitian)
    (hpos : ∀ y, 0 ≤ meanEnergy A y) {v x : n → ℂ} (hv : star v ⬝ᵥ v = 1)
    (hx : A *ᵥ x = v) : 1 ≤ meanEnergy A v * (star x ⬝ᵥ v).re := by
  have hxv : star x ⬝ᵥ (A *ᵥ v) = 1 := by
    have h : star x ᵥ* A = star v := by rw [← hx, star_mulVec, hA.eq]
    rw [Matrix.dotProduct_mulVec, h, hv]
  -- positivity on the line x - s v bounds the discriminant
  have hq : ∀ s : ℝ, 0 ≤ meanEnergy A v * (s * s) + (-2) * s + (star x ⬝ᵥ v).re := by
    intro s
    have h := hpos (x - (s : ℂ) • v)
    simp only [meanEnergy, mulVec_sub, mulVec_smul, star_sub, star_smul, sub_dotProduct,
      dotProduct_sub, smul_dotProduct, dotProduct_smul, hx, hxv, hv, Complex.star_def,
      Complex.conj_ofReal, smul_eq_mul, Complex.sub_re, Complex.re_ofReal_mul,
      Complex.one_re, mul_one, Complex.ofReal_re] at h
    unfold meanEnergy
    linarith
  have hd := discrim_le_zero hq
  unfold discrim at hd
  linarith

end

end StrongContraction
```

```lean
#print axioms StrongContraction.single_exponential_lt
#print axioms StrongContraction.initial_slope
#print axioms StrongContraction.one_le_energy_mul_response
```

```
'StrongContraction.single_exponential_lt' depends on axioms: [propext, Classical.choice, Quot.sound]
'StrongContraction.initial_slope' depends on axioms: [propext, Classical.choice, Quot.sound]
'StrongContraction.one_le_energy_mul_response' depends on axioms: [propext, Classical.choice, Quot.sound]
```

## From eigenbasis to inequality in the proof

`quadratic_form` moves $U$ onto the left-hand vector and obtains $\langle v,UDU^\dagger v\rangle=\sum_i w_id_i$ for any diagonal entries $d_i$. `diagonalise` takes the unitary and the real eigenvalues from Mathlib's spectral theorem.

`spectral_representation` uses `quadratic_form` three times, with $d_i=1$, $d_i=e_i$ and $d_i=e^{-te_i}$, for the squared norm, the mean energy and the correlation function. The third case first needs the exponential of $-tA$: `Matrix.exp_conj` pulls $U$ out of it, and `Matrix.exp_diagonal` reduces the rest to the exponentials of the diagonal entries.

`tangent_gap` is the identity $C(t)-e^{-tE}=\sum_iw_ig_i$, stated for real numbers only. Its inner claim `key` expands one term, and the sum is then evaluated with $\sum_iw_i=1$ and $\sum_iw_ie_i=E$. In `single_exponential_le`, `Real.add_one_le_exp` supplies $1+x\le e^x$, which makes each term nonnegative.

In the forward direction of `single_exponential_eq_iff`, `Finset.sum_eq_zero_iff_of_nonneg` turns the vanishing sum into vanishing terms. The case split on `e i = meanEnergy A v` then uses the strict inequality `Real.add_one_lt_exp` to force $c_i=0$ away from $E$. This yields $Dc=Ec$, and the `calc` block transforms it back to $Av=Ev$. In the reverse direction, the eigenvalue equation is multiplied by $U^\dagger$ and read component by component: either $c_i=0$ or $e_i=E$, and the term vanishes in both cases. `single_exponential_lt` combines the bound with this equivalence.

`initial_slope` differentiates the spectral sum term by term. `one_le_energy_mul_response` needs no eigenbasis: `hq` is the nonnegative quadratic in $s$, and `discrim_le_zero` gives the condition on its discriminant.
